# On a uniform four-site hopping ring, any flux phase strictly between 0 and 2π lowers the energy of two filled orbitals below its zero-flux value

Q: Take four sites in a ring, hopping −t with t > 0, and fill two orbitals. Without flux the levels are −2t, 0, 0, 2t, so the energy is −2t. At flux phase π they are −√2 t twice and √2 t twice, so the energy is −2√2 t. Shouldn't the field raise the orbital energy?

A: It does raise the lowest level, by (2 − √2)t ≈ 0.59t. But the second orbital starts in a degenerate pair at zero, which the flux splits, and it falls by √2 t ≈ 1.41t. The fall wins.

Q: What does the formal version mean by "the energy of two filled orbitals"? I would distrust a definition that merely adds two chosen eigenvalues.

A: It is a minimum. The N orbitals are the columns of a matrix C, orthonormality is CᴴC = 1, and their energy is Re tr(CᴴHC).

In Lean 4 with Mathlib:

```lean
import Mathlib

open Matrix ComplexConjugate

noncomputable section

namespace FluxRingFilling

variable {n m : Type*} [Fintype n] [Fintype m]

/-- Total one-electron energy of the orbitals that form the columns of `C`. -/
def orbitalEnergy (H : Matrix n n ℂ) (C : Matrix n m ℂ) : ℝ :=
  (Matrix.trace (Cᴴ * H * C)).re

/-- `E` is the least total energy of `N` orthonormal, singly occupied orbitals. -/
def IsGroundEnergy (H : Matrix n n ℂ) (N : ℕ) (E : ℝ) : Prop :=
  IsLeast {x | ∃ C : Matrix n (Fin N) ℂ, Cᴴ * C = 1 ∧ orbitalEnergy H C = x} E
```

`IsGroundEnergy H N E` says that E is attained by some orthonormal set and that no such set goes lower. Each orbital is singly occupied; double occupation by spin would double the energies. The minimum runs over sets of orbitals, not over general many-electron wavefunctions, and there is no electron repulsion.

Q: Then you owe me the step from that minimum to the lowest levels.

A: Let U hold the eigenvectors of H, with levels ε_j, and put W = UᴴC, so that WᴴW = 1. The occupation of eigenstate j is

p_j = Σ_i |W_ji|² = (WWᴴ)_jj.

The matrix P = WWᴴ is a Hermitian projection, so

p_j = (PPᴴ)_jj = Σ_k |P_jk|² ≥ p_j²,

which forces p_j ≤ 1. In the code, `row_weight` turns diagonal entries into sums of squares, `hP` is the projection property, and `Finset.single_le_sum` keeps only the term k = j.

```lean
omit [Fintype n] in
/-- The diagonal of `A Aᴴ` holds the total weight of each row of `A`. -/
theorem row_weight (A : Matrix n m ℂ) (j : n) :
    (A * Aᴴ) j j = ((∑ i, Complex.normSq (A j i) : ℝ) : ℂ) := by
  rw [Matrix.mul_apply, Complex.ofReal_sum]
  exact Finset.sum_congr rfl fun i _ => Complex.mul_conj _

/-- Pauli bound: orthonormal orbitals together occupy each basis state at most once. -/
theorem occupation_le_one [DecidableEq m] (W : Matrix n m ℂ) (hW : Wᴴ * W = 1) (j : n) :
    ∑ i, Complex.normSq (W j i) ≤ 1 := by
  -- the density matrix is a projection
  have hP : (W * Wᴴ) * (W * Wᴴ)ᴴ = W * Wᴴ := by
    rw [conjTranspose_mul, conjTranspose_conjTranspose, Matrix.mul_assoc,
      ← Matrix.mul_assoc Wᴴ W Wᴴ, hW, Matrix.one_mul]
  have e := row_weight (W * Wᴴ) j
  rw [hP, row_weight W j] at e
  have e' := Complex.ofReal_injective e
  have hle : Complex.normSq ((W * Wᴴ) j j) ≤ ∑ k, Complex.normSq ((W * Wᴴ) j k) :=
    Finset.single_le_sum (f := fun k => Complex.normSq ((W * Wᴴ) j k))
      (fun k _ => Complex.normSq_nonneg _) (Finset.mem_univ j)
  rw [row_weight W j, Complex.normSq_ofReal, ← e'] at hle
  by_contra h
  nlinarith [not_le.mp h]
```

Q: And the bound on the energy?

A: The energy is Σ_j ε_j p_j, and Σ_j p_j = N. Choose μ with the N picked levels at or below it and the rest at or above it. Then

E − Nμ = Σ_j (ε_j − μ) p_j ≥ Σ_picked (ε_j − μ).

For a picked level, ε_j − μ ≤ 0 and p_j ≤ 1; for any other, ε_j − μ ≥ 0 and p_j ≥ 0. Adding Nμ shows that E is at least the sum of the picked levels, and the picked eigenvectors attain it.

Below, the injective map `f` does the picking, and `U.submatrix id f` is the matrix of picked eigenvectors. `hE` and `hN` are the two sums, `h2` is the comparison level by level, and `h3` and `h4` remove μ again. Degeneracy at μ does no harm.

```lean
/-- Aufbau principle: if the columns of the unitary `U` are eigenvectors of `H` with levels `ε`, and
the `N` different columns picked by `f` have levels at or below `μ` and all others at or above it,
then the ground energy of `N` orbitals is the sum of the picked levels. -/
theorem aufbau [DecidableEq n] {N : ℕ} (H U : Matrix n n ℂ) (ε : n → ℝ) (hU : Uᴴ * U = 1)
    (hH : H * U = U * diagonal (fun j => (ε j : ℂ))) (f : Fin N → n)
    (hf : Function.Injective f) (μ : ℝ) (hlow : ∀ i, ε (f i) ≤ μ)
    (hhigh : ∀ j, (∀ i, f i ≠ j) → μ ≤ ε j) :
    IsGroundEnergy H N (∑ i, ε (f i)) := by
  have hUU : U * Uᴴ = 1 := mul_eq_one_comm.mp hU
  constructor
  · -- the picked eigenvectors attain the value
    refine ⟨U.submatrix id f, ?_, ?_⟩
    · have h : (U.submatrix id f)ᴴ * U.submatrix id f = (Uᴴ * U).submatrix f f := rfl
      rw [h, hU, Matrix.submatrix_one f hf]
    · have h : (U.submatrix id f)ᴴ * H * U.submatrix id f
          = (Uᴴ * H * U).submatrix f f := rfl
      rw [orbitalEnergy, h, Matrix.mul_assoc, hH, ← Matrix.mul_assoc, hU, Matrix.one_mul]
      simp [Matrix.trace]
  · rintro x ⟨C, hC, rfl⟩
    have hHd : H = U * diagonal (fun j => (ε j : ℂ)) * Uᴴ := by
      rw [← hH, Matrix.mul_assoc, hUU, Matrix.mul_one]
    have hc : Cᴴ * H * C
        = (Uᴴ * C)ᴴ * (diagonal (fun j => (ε j : ℂ)) * (Uᴴ * C)) := by
      rw [hHd, conjTranspose_mul, conjTranspose_conjTranspose]
      simp only [Matrix.mul_assoc]
    have hW : (Uᴴ * C)ᴴ * (Uᴴ * C) = 1 := by
      rw [conjTranspose_mul, conjTranspose_conjTranspose, Matrix.mul_assoc,
        ← Matrix.mul_assoc U Uᴴ C, hUU, Matrix.one_mul, hC]
    -- the energy is the occupation-weighted sum of the levels
    have hE : orbitalEnergy H C = ∑ j, ε j * ∑ i, Complex.normSq ((Uᴴ * C) j i) := by
      rw [orbitalEnergy, hc, Matrix.trace_mul_comm, Matrix.mul_assoc, Matrix.trace,
        Complex.re_sum]
      refine Finset.sum_congr rfl fun j _ => ?_
      rw [Matrix.diag_apply, Matrix.diagonal_mul, row_weight (Uᴴ * C) j,
        ← Complex.ofReal_mul, Complex.ofReal_re]
    rw [hE]
    generalize Uᴴ * C = W at hW
    have hN : ∑ j, ∑ i, Complex.normSq (W j i) = (N : ℝ) := by
      have h : Matrix.trace (W * Wᴴ) = (N : ℂ) := by
        rw [Matrix.trace_mul_comm, hW, Matrix.trace_one, Fintype.card_fin]
      simp only [Matrix.trace, Matrix.diag_apply, row_weight] at h
      exact_mod_cast h
    -- compare level by level, measured from μ
    have h1 : ∑ i, (ε (f i) - μ)
        = ∑ j, if j ∈ Finset.univ.image f then ε j - μ else 0 := by
      rw [Finset.sum_ite_mem, Finset.univ_inter,
        Finset.sum_image (fun a _ b _ h => hf h)]
    have h2 : (∑ j, if j ∈ Finset.univ.image f then ε j - μ else 0)
        ≤ ∑ j, (ε j - μ) * ∑ i, Complex.normSq (W j i) := by
      refine Finset.sum_le_sum fun j _ => ?_
      have hp := occupation_le_one W hW j
      split_ifs with hj
      · obtain ⟨i, -, rfl⟩ := Finset.mem_image.mp hj
        nlinarith [mul_nonneg (sub_nonneg.2 (hlow i)) (sub_nonneg.2 hp)]
      · refine mul_nonneg (sub_nonneg.2 (hhigh j fun i hi => hj ?_))
          (Finset.sum_nonneg fun i _ => Complex.normSq_nonneg _)
        exact Finset.mem_image.mpr ⟨i, Finset.mem_univ i, hi⟩
    have h3 : ∑ j, (ε j - μ) * ∑ i, Complex.normSq (W j i)
        = ∑ j, ε j * ∑ i, Complex.normSq (W j i) - μ * N := by
      simp only [sub_mul, Finset.sum_sub_distrib]
      rw [← Finset.mul_sum, hN]
    have h4 : ∑ i, (ε (f i) - μ) = ∑ i, ε (f i) - N * μ := by
      simp [Finset.sum_sub_distrib]
    linarith
```

Q: Now the ring. Where is the magnetic field?

A: Only in the phases of the hoppings. With I the imaginary unit, each bond carries h = −t exp(Iφ/4), where φ is the flux phase, 2π for each flux quantum 2πħ/e, with e the elementary charge (twice the superconducting flux quantum). This is the Peierls substitution for a nearest-neighbour model with orthonormal site orbitals, with the phase shared equally among the four bonds. Zeeman coupling, on-site shifts and any change in the size of the hopping are left out.

```lean
/-- Hopping `-t exp(iφ/4)`: each of the four bonds carries a quarter of the flux phase. -/
def hop (t φ : ℝ) : ℂ := -(t : ℂ) * Complex.exp (((φ / 4 : ℝ) : ℂ) * Complex.I)

/-- Hamiltonian of the uniform four-site ring threaded by the flux phase `φ`. -/
def fluxRing (t φ : ℝ) : Matrix (Fin 4) (Fin 4) ℂ :=
  !![0, hop t φ, 0, conj (hop t φ);
     conj (hop t φ), 0, hop t φ, 0;
     0, conj (hop t φ), 0, hop t φ;
     hop t φ, 0, conj (hop t φ), 0]
```

A plane wave j has amplitude I^(jr)/2 on site r, with j and r running from 0 to 3. Acting on it, the ring multiplies each amplitude by

h I^j + conj(h) I^(−j) = −2t cos(φ/4 + jπ/2).

For j = 0, 1, 2, 3 this gives −2t cos(φ/4), 2t sin(φ/4), 2t cos(φ/4), −2t sin(φ/4).

```lean
/-- The four normalised plane waves on the ring, as columns. -/
def planeWaves : Matrix (Fin 4) (Fin 4) ℂ :=
  !![1/2, 1/2, 1/2, 1/2;
     1/2, Complex.I/2, -1/2, -Complex.I/2;
     1/2, -1/2, 1/2, -1/2;
     1/2, -Complex.I/2, -1/2, Complex.I/2]

/-- The orbital energies of the four plane waves. -/
def levels (t φ : ℝ) : Fin 4 → ℝ :=
  ![-(2 * (t * Real.cos (φ / 4))), 2 * (t * Real.sin (φ / 4)),
    2 * (t * Real.cos (φ / 4)), -(2 * (t * Real.sin (φ / 4)))]
```

Q: How do I know that φ is a real flux and not a phase that could be gauged away?

A: The product of the hoppings around the ring is t⁴ exp(Iφ), and site-dependent phase changes leave that product alone. The next theorem proves this value, together with Hermiticity and the fact that the entry moduli don't depend on φ.

```lean
/-- The ring Hamiltonian is Hermitian, its entries have the same moduli as without flux, and
the product of its hoppings around the ring is `t⁴ exp(iφ)`. -/
theorem fluxRing_flux (t φ : ℝ) :
    (fluxRing t φ).IsHermitian ∧ (∀ j k, ‖fluxRing t φ j k‖ = ‖fluxRing t 0 j k‖) ∧
    fluxRing t φ 0 1 * fluxRing t φ 1 2 * fluxRing t φ 2 3 * fluxRing t φ 3 0
      = (t : ℂ) ^ 4 * Complex.exp (φ * Complex.I) := by
  refine ⟨Matrix.IsHermitian.ext fun i j => ?_, fun j k => ?_, ?_⟩
  · fin_cases i <;> fin_cases j <;> simp [fluxRing]
  · have hn : ∀ ψ, ‖hop t ψ‖ = ‖(t : ℂ)‖ := fun ψ => by
      rw [hop, norm_mul, Complex.norm_exp_ofReal_mul_I, mul_one, norm_neg]
    fin_cases j <;> fin_cases k <;> simp [fluxRing, hn]
  · have h4 : Complex.exp (((φ / 4 : ℝ) : ℂ) * Complex.I) ^ 4
        = Complex.exp (φ * Complex.I) := by
      rw [← Complex.exp_nat_mul]
      congr 1
      push_cast
      ring
    change hop t φ * hop t φ * hop t φ * hop t φ = _
    unfold hop
    linear_combination (t : ℂ) ^ 4 * h4
```

The next two theorems check the plane waves entry by entry. In `fluxRing_eigen` the hopping and its conjugate become separate symbols `a` and `b`, which are then replaced by their cosine and sine forms.

```lean
/-- The plane waves are orthonormal. -/
theorem planeWaves_unitary : planeWavesᴴ * planeWaves = 1 := by
  ext i j
  rw [Matrix.mul_apply, Fin.sum_univ_four]
  fin_cases i <;> fin_cases j <;> simp [planeWaves] <;> ring_nf <;>
    norm_num [Complex.I_sq]

/-- The plane waves diagonalise the ring at every flux, with the energies `levels`. -/
theorem fluxRing_eigen (t φ : ℝ) :
    fluxRing t φ * planeWaves = planeWaves * diagonal (fun j => (levels t φ j : ℂ)) := by
  have h1 : hop t φ = -((t : ℂ) * ((Real.cos (φ / 4) : ℝ)
      + (Real.sin (φ / 4) : ℝ) * Complex.I)) := by
    rw [hop, Complex.exp_mul_I, ← Complex.ofReal_cos, ← Complex.ofReal_sin]
    ring
  have h2 : conj (hop t φ) = -((t : ℂ) * ((Real.cos (φ / 4) : ℝ)
      - (Real.sin (φ / 4) : ℝ) * Complex.I)) := by
    rw [h1]
    simp only [map_neg, map_mul, map_add, Complex.conj_ofReal, Complex.conj_I]
    ring
  push_cast at h1 h2
  -- treat the hopping and its conjugate as separate numbers
  unfold fluxRing
  generalize conj (hop t φ) = b at h2 ⊢
  generalize hop t φ = a at h1 ⊢
  ext i j
  rw [Matrix.mul_diagonal, Matrix.mul_apply, Fin.sum_univ_four]
  fin_cases i <;> fin_cases j <;> simp [planeWaves, levels] <;>
    simp only [h1, h2] <;>
    first
    | ring1
    | (ring_nf; simp only [Complex.I_sq]; ring1)
```

Q: So which levels are filled?

A: For 0 ≤ φ ≤ 2π both cos(φ/4) and sin(φ/4) are nonnegative. Levels 0 and 3 therefore lie at or below zero and the other two at or above it. With μ = 0 and `f` equal to `![0, 3]`, the aufbau theorem gives

E(φ) = −2t (cos(φ/4) + sin(φ/4)).

```lean
/-- For `t ≥ 0` and flux phase between `0` and `2π`, two filled orbitals have the ground energy
`-2t (cos(φ/4) + sin(φ/4))`. -/
theorem two_orbital_energy {t φ : ℝ} (ht : 0 ≤ t) (h0 : 0 ≤ φ) (h1 : φ ≤ 2 * Real.pi) :
    IsGroundEnergy (fluxRing t φ) 2 (-2 * t * (Real.cos (φ / 4) + Real.sin (φ / 4))) := by
  have hc : 0 ≤ t * Real.cos (φ / 4) := mul_nonneg ht
    (Real.cos_nonneg_of_neg_pi_div_two_le_of_le (by linarith [Real.pi_pos]) (by linarith))
  have hs : 0 ≤ t * Real.sin (φ / 4) := mul_nonneg ht
    (Real.sin_nonneg_of_nonneg_of_le_pi (by linarith) (by linarith [Real.pi_pos]))
  have h := aufbau (fluxRing t φ) planeWaves (levels t φ) planeWaves_unitary
    (fluxRing_eigen t φ) (![0, 3] : Fin 2 → Fin 4) (by decide) 0
    (by
      intro i
      fin_cases i
      · change -(2 * (t * Real.cos (φ / 4))) ≤ 0
        linarith
      · change -(2 * (t * Real.sin (φ / 4))) ≤ 0
        linarith)
    (by
      intro j hj
      fin_cases j
      · exact absurd rfl (hj 0)
      · change 0 ≤ 2 * (t * Real.sin (φ / 4))
        linarith
      · change 0 ≤ 2 * (t * Real.cos (φ / 4))
        linarith
      · exact absurd rfl (hj 1))
  convert h using 1
  rw [Fin.sum_univ_two]
  change _ = -(2 * (t * Real.cos (φ / 4))) + -(2 * (t * Real.sin (φ / 4)))
  ring
```

Strictly inside the interval both functions are positive, so

(cos(φ/4) + sin(φ/4))² = 1 + 2 cos(φ/4) sin(φ/4) > 1,

and E(φ) < −2t = E(0).

Q: The next theorem takes E₀ and E as hypotheses. Could it be empty?

A: No, the previous theorem supplies both values. A least element is unique, so `IsLeast.unique` identifies E₀ and E with the formulas. The numbers you began with follow at φ = π.

```lean
/-- For `t > 0`, every flux phase strictly between `0` and `2π` lowers the ground energy of two
filled orbitals on the four-site ring. -/
theorem flux_lowers_two_orbital_energy {t φ E₀ E : ℝ} (ht : 0 < t) (h0 : 0 < φ)
    (h1 : φ < 2 * Real.pi) (hE₀ : IsGroundEnergy (fluxRing t 0) 2 E₀)
    (hE : IsGroundEnergy (fluxRing t φ) 2 E) : E < E₀ := by
  have e₀ := IsLeast.unique hE₀ (two_orbital_energy ht.le le_rfl (by positivity))
  have e := IsLeast.unique hE (two_orbital_energy ht.le h0.le h1.le)
  have hc : 0 < Real.cos (φ / 4) :=
    Real.cos_pos_of_mem_Ioo ⟨by linarith [Real.pi_pos], by linarith⟩
  have hs : 0 < Real.sin (φ / 4) :=
    Real.sin_pos_of_pos_of_lt_pi (by linarith) (by linarith [Real.pi_pos])
  -- (cos + sin)² = 1 + 2 cos sin exceeds one
  have hsum : 1 < Real.cos (φ / 4) + Real.sin (φ / 4) := by
    nlinarith [Real.sin_sq_add_cos_sq (φ / 4), mul_pos hc hs]
  rw [zero_div, Real.cos_zero, Real.sin_zero] at e₀
  rw [e, e₀]
  nlinarith [mul_pos ht (sub_pos.2 hsum)]

/-- For `t ≥ 0`, the ground energy of two filled orbitals is `-2t` without flux and `-2√2 t` at flux
phase `π`. -/
theorem pi_flux_energy {t : ℝ} (ht : 0 ≤ t) :
    IsGroundEnergy (fluxRing t 0) 2 (-2 * t) ∧
    IsGroundEnergy (fluxRing t Real.pi) 2 (-2 * √2 * t) := by
  constructor
  · convert two_orbital_energy ht le_rfl (by positivity) using 1
    rw [zero_div, Real.cos_zero, Real.sin_zero]
    ring
  · convert two_orbital_energy ht Real.pi_pos.le (by linarith [Real.pi_pos]) using 1
    rw [Real.cos_pi_div_four, Real.sin_pi_div_four]
    ring
```

Q: Does the flux lower the energy at every filling?

A: No. For 0 ≤ φ ≤ π the third level is 2t sin(φ/4), since sin(φ/4) ≤ cos(φ/4) there. It cancels the second, leaving −2t cos(φ/4), which rises with flux. Here μ is the third level itself.

```lean
/-- For `t ≥ 0` and flux phase between `0` and `π`, three filled orbitals have the ground energy
`-2t cos(φ/4)`. -/
theorem three_orbital_energy {t φ : ℝ} (ht : 0 ≤ t) (h0 : 0 ≤ φ) (h1 : φ ≤ Real.pi) :
    IsGroundEnergy (fluxRing t φ) 3 (-2 * t * Real.cos (φ / 4)) := by
  have hs : 0 ≤ t * Real.sin (φ / 4) := mul_nonneg ht
    (Real.sin_nonneg_of_nonneg_of_le_pi (by linarith) (by linarith [Real.pi_pos]))
  have hsc : t * Real.sin (φ / 4) ≤ t * Real.cos (φ / 4) := by
    refine mul_le_mul_of_nonneg_left ?_ ht
    rw [← Real.cos_pi_div_two_sub]
    exact Real.cos_le_cos_of_nonneg_of_le_pi (by linarith) (by linarith) (by linarith)
  have h := aufbau (fluxRing t φ) planeWaves (levels t φ) planeWaves_unitary
    (fluxRing_eigen t φ) (![0, 3, 1] : Fin 3 → Fin 4) (by decide)
    (2 * (t * Real.sin (φ / 4)))
    (by
      intro i
      fin_cases i
      · change -(2 * (t * Real.cos (φ / 4))) ≤ 2 * (t * Real.sin (φ / 4))
        linarith
      · change -(2 * (t * Real.sin (φ / 4))) ≤ 2 * (t * Real.sin (φ / 4))
        linarith
      · exact le_refl (2 * (t * Real.sin (φ / 4))))
    (by
      intro j hj
      fin_cases j
      · exact absurd rfl (hj 0)
      · exact absurd rfl (hj 2)
      · change 2 * (t * Real.sin (φ / 4)) ≤ 2 * (t * Real.cos (φ / 4))
        linarith
      · exact absurd rfl (hj 1))
  convert h using 1
  rw [Fin.sum_univ_three]
  change _ = -(2 * (t * Real.cos (φ / 4))) + -(2 * (t * Real.sin (φ / 4)))
    + 2 * (t * Real.sin (φ / 4))
  ring

/-- For `t > 0`, a flux phase above `0` and up to `π` raises the ground energy of three filled
orbitals. -/
theorem flux_raises_three_orbital_energy {t φ E₀ E : ℝ} (ht : 0 < t) (h0 : 0 < φ)
    (h1 : φ ≤ Real.pi) (hE₀ : IsGroundEnergy (fluxRing t 0) 3 E₀)
    (hE : IsGroundEnergy (fluxRing t φ) 3 E) : E₀ < E := by
  have e₀ := IsLeast.unique hE₀ (three_orbital_energy ht.le le_rfl Real.pi_pos.le)
  have e := IsLeast.unique hE (three_orbital_energy ht.le h0.le h1)
  have hs : 0 < Real.sin (φ / 4) :=
    Real.sin_pos_of_pos_of_lt_pi (by linarith) (by linarith [Real.pi_pos])
  have hc : Real.cos (φ / 4) < 1 := by
    nlinarith [Real.sin_sq_add_cos_sq (φ / 4), mul_pos hs hs]
  rw [zero_div, Real.cos_zero] at e₀
  rw [e, e₀]
  nlinarith [mul_pos ht (sub_pos.2 hc)]

end FluxRingFilling
```

```lean
#print axioms FluxRingFilling.fluxRing_flux
#print axioms FluxRingFilling.flux_lowers_two_orbital_energy
#print axioms FluxRingFilling.pi_flux_energy
#print axioms FluxRingFilling.flux_raises_three_orbital_energy
```

```
'FluxRingFilling.fluxRing_flux' depends on axioms: [propext, Classical.choice, Quot.sound]
'FluxRingFilling.flux_lowers_two_orbital_energy' depends on axioms: [propext, Classical.choice, Quot.sound]
'FluxRingFilling.pi_flux_energy' depends on axioms: [propext, Classical.choice, Quot.sound]
'FluxRingFilling.flux_raises_three_orbital_energy' depends on axioms: [propext, Classical.choice, Quot.sound]
```

Q: And a single orbital?

A: The same argument with only level 0 picked and μ = −2t sin(φ/4) again gives −2t cos(φ/4) for 0 ≤ φ ≤ π. That case is a corollary for the reader to write down; the theorems above state only the fillings two and three.

Q: What should I take from this for magnetic response calculations?

A: In this non-interacting four-site model, the sign of the orbital response depends on the filling. For flux phases above 0 and up to π, the total energy rises like the lowest level when three orbitals are filled, but falls when two are. The behaviour of the lowest level alone therefore doesn't settle the sign for the total energy.
